# Square-summability of a Kitaev-chain zero mode when the mean logarithm of |μ|/(2t) has a negative limit

The lemma concerns a half-infinite, non-interacting Kitaev chain with site potentials μ_j ≠ 0 and hoppings t_j > 0 equal to the pairing amplitudes. Its real Majorana amplitudes x_j, which are not normalised, obey the zero-energy condition μ_j x_j + 2 t_j x_{j+1} = 0. If the average of log(|μ_j|/(2t_j)) over the first n sites tends to a limit L < 0, then the sum of x_n² over all sites converges. The proof notes that far from the edge this average lies below L/2, so that x_n² is at most x_0² e^{Ln}, and compares the sum with a geometric series of ratio e^L.

This version doesn't compile in Lean 4 with Mathlib:

```lean
import Mathlib

open Filter Topology

namespace DisorderedKitaevChain

noncomputable section

/-- The zero-energy condition for the Majorana amplitudes `x` of a half-infinite Kitaev chain with
site potentials `μ j` and bond hoppings `t j` equal to the pairing amplitudes. -/
def IsZeroMode (μ t x : ℕ → ℝ) : Prop :=
  ∀ j, μ j * x j + 2 * t j * x (j + 1) = 0

/-- The logarithm of the local ratio of potential to twice the hopping. -/
def logRatio (μ t : ℕ → ℝ) (j : ℕ) : ℝ := Real.log (|μ j| / (2 * t j))

/-- The average of the local log ratios over the first `n` sites. -/
def meanLog (μ t : ℕ → ℝ) (n : ℕ) : ℝ :=
  (n : ℝ)⁻¹ * ∑ j ∈ Finset.range n, logRatio μ t j

/-- The modulus of the zero-mode amplitude at site `n` is its edge value times the exponential of
the accumulated log ratios. -/
theorem abs_amplitude {μ t x : ℕ → ℝ} (hμ : ∀ j, μ j ≠ 0) (ht : ∀ j, 0 < t j)
    (hx : IsZeroMode μ t x) (n : ℕ) :
    |x n| = |x 0| * Real.exp (∑ j ∈ Finset.range n, logRatio μ t j) := by
  induction n with
  | zero => simp
  | succ n ih =>
    have h2 : 0 < 2 * t n := by linarith [ht n]
    -- one step of the recursion, in absolute value
    have hs : |x (n + 1)| = |μ n| / (2 * t n) * |x n| := by
      have e : 2 * t n * x (n + 1) = -(μ n * x n) := by linarith [hx n]
      have e' := congrArg abs e
      rw [abs_mul, abs_of_pos h2, abs_neg, abs_mul] at e'
      rw [div_mul_eq_mul_div, eq_div_iff h2.ne']
      linarith
    have hl : Real.exp (logRatio μ t n) = |μ n| / (2 * t n) :=
      Real.exp_log (div_pos (abs_pos.2 (hμ n)) h2)
    rw [hs, ih, Finset.sum_range_succ, Real.exp_add, hl]
    ring

/-- The accumulated log ratio is the number of sites times the average. -/
theorem sum_eq_meanLog_mul (μ t : ℕ → ℝ) {n : ℕ} (hn : 0 < n) :
    ∑ j ∈ Finset.range n, logRatio μ t j = meanLog μ t n * n := by
  have h : (n : ℝ) ≠ 0 := by exact_mod_cast hn.ne'
  unfold meanLog
  field_simp

/-- If the average log ratio tends to a negative limit, the zero mode is square summable. -/
theorem summable_of_neg {μ t x : ℕ → ℝ} {L : ℝ} (hμ : ∀ j, μ j ≠ 0) (ht : ∀ j, 0 < t j)
    (hx : IsZeroMode μ t x) (hL : Tendsto (meanLog μ t) atTop (𝓝 L)) (hneg : L < 0) :
    Summable fun n => x n ^ 2 := by
  have hg : Summable fun n : ℕ => |x 0| ^ 2 * Real.exp L ^ n :=
    (summable_geometric_of_lt_one (Real.exp_pos L).le (Real.exp_lt_one hneg)).mul_left _
  refine Summable.of_norm_bounded_eventually_nat hg ?_
  -- far from the edge the average lies below L / 2
  have hc : L < L / 2 := by linarith
  filter_upwards [hL.eventually (gt_mem_nhds hc), eventually_gt_atTop 0] with n hn hn0
  have hb : |x n| ≤ |x 0| * Real.exp (L / 2 * n) := by
    rw [abs_amplitude hμ ht hx n, sum_eq_meanLog_mul μ t hn0]
    gcongr
  rw [Real.norm_eq_abs, abs_pow]
  calc |x n| ^ 2 ≤ (|x 0| * Real.exp (L / 2 * n)) ^ 2 :=
        pow_le_pow_left₀ (abs_nonneg _) hb 2
    _ = |x 0| ^ 2 * Real.exp L ^ n := by
        rw [mul_pow, ← Real.exp_nat_mul, ← Real.exp_nat_mul]
        congr 2
        push_cast
        ring

end

end DisorderedKitaevChain
```

Lean reports:

```
Main.lean:54:55: error(lean.unknownIdentifier): Unknown constant `Real.exp_lt_one`
```

The message says that Lean knows no constant called `Real.exp_lt_one`. The fault is in the name, and the mathematical step it was meant to supply is sound.

The name occurs where the proof shows that the comparison series converges. There `summable_geometric_of_lt_one` needs two facts about the ratio `Real.exp L`: that it is non-negative, which `(Real.exp_pos L).le` gives, and that it is less than 1. The second was to come from `hneg : L < 0` through the missing lemma.

The repair uses `Real.exp_lt_one_iff`, which does exist and states an equivalence: the exponential of a number is less than 1 exactly when the number is negative. Since it is an equivalence, it can't be applied to `hneg` directly as the missing lemma was. The `.2` selects the direction from `L < 0` to `Real.exp L < 1`, which is the bound required. Nothing else in the proof changes.

After these edits no error is left:

```diff
@@ -52,5 +52,5 @@
     Summable fun n => x n ^ 2 := by
   have hg : Summable fun n : ℕ => |x 0| ^ 2 * Real.exp L ^ n :=
-    (summable_geometric_of_lt_one (Real.exp_pos L).le (Real.exp_lt_one hneg)).mul_left _
+    (summable_geometric_of_lt_one (Real.exp_pos L).le (Real.exp_lt_one_iff.2 hneg)).mul_left _
   refine Summable.of_norm_bounded_eventually_nat hg ?_
   -- far from the edge the average lies below L / 2
```
